# When replacing one row by the site balance makes a conserving Jacobian invertible

On a catalyst surface, adsorption turns a vacant site into an occupied one and desorption turns it back, so the number of sites never changes. If I count vacant sites as a species and solve for the steady state by Newton's method, the Jacobian is singular. A common cure is to overwrite one rate equation with the site balance. But that equation was part of the physics. Do I lose it, does it matter which one I overwrite, and can the new matrix still be singular?

## The overwritten equation follows from the others

You lose nothing if the species $k$ whose row you overwrite has nonzero site weight $l_k$. The new matrix can still be singular, and there is an exact criterion for that.

Let $\theta_i$ be the coverage of species $i$, counted as members of the species per surface site (not as the fraction of sites it covers). Let $F_i(\theta)$ be its net rate of formation, and $J_{ij}=\partial F_i/\partial\theta_j$. The site weight $l_i$ is the number of sites of the conserved kind that one member of species $i$ accounts for (1 for a vacant site), so the site total is $l\cdot\theta$. Differentiating $\sum_i l_iF_i=0$ with respect to $\theta_j$ gives $\sum_i l_iJ_{ij}=0$, that is, $l^TJ=0$. For $l\neq0$ this means $\det J=0$.

A Newton step $\delta$ should satisfy $J\delta=-f$, where $f=F(\theta)$ and hence $l\cdot f=0$. Put $g=J\delta+f$. Then
$$l\cdot g=(l^TJ)\delta+l\cdot f=0.$$
If $g_i=0$ for all $i\ne k$, only $l_kg_k=0$ remains. When $l_k\neq0$ this gives $g_k=0$: the overwritten equation holds as well.

Let $\tilde J$ be $J$ with row $k$ replaced by $l^T$. Then $(\tilde Ju)_i=(Ju)_i$ for $i\neq k$, and $(\tilde Ju)_k=l\cdot u$. Let $l_k\neq0$. The argument above with $f=0$ shows that $\tilde Ju=0$ exactly when $Ju=0$ and $l\cdot u=0$. A square matrix is invertible exactly when its kernel is trivial, so $\tilde J$ is invertible if and only if these two equations force $u=0$. Physically, no nonzero coverage change at fixed site total may leave every net formation rate $F_i$ unchanged to first order.

Some failures can be read off from the conservation laws. Suppose $w\ne0$, $w^TJ=0$ and $w_k=0$. Row $k$ does not enter $w^TJ$, so $w^T\tilde J=0$ too, and $\tilde J$ is singular. Taking $w=l$ shows that a nonzero $l$ needs $l_k\ne0$. If there is a second law $m$, not a multiple of $l$, take $w=m-(m_k/l_k)l$; two kinds of site, each conserved separately, therefore need more than one replaced row. The replacement can also fail with a single law and $l_k\neq0$: if $l=(1,1)$ and $J$ has rows $(-1,-1)$ and $(1,1)$, then $u=(1,-1)$ satisfies both $Ju=0$ and $l\cdot u=0$. Adsorption that needs an occupied neighbour can produce this matrix: with vacant sites as species 0, occupied ones as species 1 and $F_1=4\theta_0\theta_1-2\theta_1=-F_0$, it is the Jacobian at $\theta=(3/4,1/4)$.

## The criterion in Lean

The finite type `n` labels the species, vacant sites included. `l ᵥ* J = 0` is $l^TJ=0$, `J *ᵥ u` is $Ju$, `⬝ᵥ` is the dot product, and `IsUnit` means invertible. `closedJacobian J k l` is $\tilde J$, and `Function.update (-f) k r` is $-f$ with entry $k$ replaced by the required change $r$ in the site total.

`conservation_of_rates` assumes conservation at all real arguments, not only at physical coverages. The other theorems concern a given matrix. They do not address convergence, conditioning or the positivity of coverages.

```lean
import Mathlib

open Matrix

namespace MicrokineticSiteBalance

variable {n : Type*} [Fintype n] [DecidableEq n]

/-- The closed Jacobian: row `k` of the steady-state Jacobian `J` is replaced by the
site weights `l`. -/
def closedJacobian (J : Matrix n n ℝ) (k : n) (l : n → ℝ) : Matrix n n ℝ :=
  J.updateRow k l

/-- If the rates `F` conserve the weighted number of sites at all coverages, then `l` is a
left null vector of the matrix `J` of partial derivatives of `F` at `θ`. -/
theorem conservation_of_rates {F : (n → ℝ) → n → ℝ} {l θ : n → ℝ} {J : Matrix n n ℝ}
    (hF : ∀ x, l ⬝ᵥ F x = 0)
    (hJ : ∀ i j, HasDerivAt (fun t => F (Function.update θ j t) i) (J i j) (θ j)) :
    l ᵥ* J = 0 := by
  ext j
  have h1 : HasDerivAt (fun t => ∑ i, l i * F (Function.update θ j t) i)
      (∑ i, l i * J i j) (θ j) :=
    HasDerivAt.fun_sum (fun i _ => (hJ i j).const_mul (l i))
  -- the differentiated function is identically zero
  have h0 : (fun t => ∑ i, l i * F (Function.update θ j t) i) = fun _ => (0 : ℝ) :=
    funext fun t => hF _
  rw [h0] at h1
  exact h1.unique (hasDerivAt_const _ _)

/-- A Jacobian with a nonzero conservation law is singular. -/
theorem jacobian_singular {J : Matrix n n ℝ} {l : n → ℝ} (hJ : l ᵥ* J = 0) (hl : l ≠ 0) :
    J.det = 0 :=
  Matrix.exists_vecMul_eq_zero_iff.mp ⟨l, hl, hJ⟩

/-- The closed Jacobian acts like `J`, except that component `k` of the result is the
change in the weighted number of sites. -/
theorem closedJacobian_mulVec (J : Matrix n n ℝ) (k : n) (l u : n → ℝ) :
    closedJacobian J k l *ᵥ u = Function.update (J *ᵥ u) k (l ⬝ᵥ u) := by
  ext i
  rcases eq_or_ne i k with rfl | h
  · simp [closedJacobian, Matrix.mulVec, dotProduct, Matrix.updateRow_apply]
  · simp [closedJacobian, Matrix.mulVec, dotProduct, Matrix.updateRow_apply, h]

/-- For a site-conserving Jacobian and residual `f`, and a species `k` with nonzero site
weight, the closed Newton system is equivalent to the full Newton system together with the
site balance. -/
theorem closed_newton_iff {J : Matrix n n ℝ} {l f : n → ℝ} {k : n}
    (hJ : l ᵥ* J = 0) (hk : l k ≠ 0) (hf : l ⬝ᵥ f = 0) (r : ℝ) (δ : n → ℝ) :
    closedJacobian J k l *ᵥ δ = Function.update (-f) k r ↔
      J *ᵥ δ = -f ∧ l ⬝ᵥ δ = r := by
  rw [closedJacobian_mulVec]
  constructor
  · intro h
    have hr : l ⬝ᵥ δ = r := by simpa using congrFun h k
    have hoff : ∀ i, i ≠ k → (J *ᵥ δ + f) i = 0 := by
      intro i hi
      have h' := congrFun h i
      rw [Function.update_of_ne hi, Function.update_of_ne hi] at h'
      rw [Pi.add_apply, h', Pi.neg_apply, neg_add_cancel]
    -- conservation recovers the discarded equation
    have hsum : l ⬝ᵥ (J *ᵥ δ + f) = 0 := by
      rw [dotProduct_add, Matrix.dotProduct_mulVec, hJ, hf, zero_dotProduct, add_zero]
    have hone : l ⬝ᵥ (J *ᵥ δ + f) = l k * (J *ᵥ δ + f) k := by
      unfold dotProduct
      exact Finset.sum_eq_single k (fun i _ hi => by rw [hoff i hi, mul_zero]) (by simp)
    rw [hone] at hsum
    have hkk := (mul_eq_zero.mp hsum).resolve_left hk
    refine ⟨eq_neg_of_add_eq_zero_left ?_, hr⟩
    ext i
    rcases eq_or_ne i k with rfl | hi
    · exact hkk
    · exact hoff i hi
  · rintro ⟨h1, h2⟩
    rw [h1, h2]

/-- For a site-conserving Jacobian and a species `k` with nonzero site weight, the closed
Jacobian is invertible exactly when no nonzero null vector of `J` leaves the weighted
number of sites unchanged. -/
theorem closedJacobian_isUnit_iff {J : Matrix n n ℝ} {l : n → ℝ} {k : n}
    (hJ : l ᵥ* J = 0) (hk : l k ≠ 0) :
    IsUnit (closedJacobian J k l) ↔ ∀ u, J *ᵥ u = 0 → l ⬝ᵥ u = 0 → u = 0 := by
  have key : ∀ u, closedJacobian J k l *ᵥ u = 0 ↔ J *ᵥ u = 0 ∧ l ⬝ᵥ u = 0 := by
    intro u
    have h := closed_newton_iff (f := 0) hJ hk (dotProduct_zero l) 0 u
    have h0 : Function.update (-(0 : n → ℝ)) k 0 = 0 := by
      ext i
      simp [Function.update_apply]
    rw [h0, neg_zero] at h
    exact h
  rw [Matrix.isUnit_iff_isUnit_det, isUnit_iff_ne_zero, Ne,
    ← Matrix.exists_mulVec_eq_zero_iff]
  constructor
  · intro h u h1 h2
    by_contra hu
    exact h ⟨u, hu, (key u).2 ⟨h1, h2⟩⟩
  · rintro h ⟨u, hu, hM⟩
    exact hu (h u ((key u).1 hM).1 ((key u).1 hM).2)

/-- Let `J` and the residual `f` obey a nonzero site conservation law, and let no nonzero null
vector of `J` leave the number of sites unchanged. Then exactly one Newton update of the
coverages `θ` has the prescribed site total `c`. -/
theorem existsUnique_newton_update {J : Matrix n n ℝ} {l f : n → ℝ}
    (hJ : l ᵥ* J = 0) (hl : l ≠ 0) (hf : l ⬝ᵥ f = 0)
    (hker : ∀ u, J *ᵥ u = 0 → l ⬝ᵥ u = 0 → u = 0) (θ : n → ℝ) (c : ℝ) :
    ∃! θ' : n → ℝ, J *ᵥ (θ' - θ) = -f ∧ l ⬝ᵥ θ' = c := by
  obtain ⟨k, hk⟩ := Function.ne_iff.mp hl
  have hdet := (Matrix.isUnit_iff_isUnit_det _).1 ((closedJacobian_isUnit_iff hJ hk).2 hker)
  -- solve the closed system for the Newton step
  obtain ⟨δ, hδ⟩ : ∃ δ, closedJacobian J k l *ᵥ δ =
      Function.update (-f) k (c - l ⬝ᵥ θ) :=
    ⟨(closedJacobian J k l)⁻¹ *ᵥ Function.update (-f) k (c - l ⬝ᵥ θ), by
      rw [Matrix.mulVec_mulVec, Matrix.mul_nonsing_inv _ hdet, Matrix.one_mulVec]⟩
  obtain ⟨h1, h2⟩ := (closed_newton_iff hJ hk hf _ δ).1 hδ
  refine ⟨θ + δ, ⟨?_, ?_⟩, ?_⟩
  · rw [add_sub_cancel_left]
    exact h1
  · rw [dotProduct_add, h2]
    ring
  · rintro y ⟨hy1, hy2⟩
    refine sub_eq_zero.1 (hker (y - (θ + δ)) ?_ ?_)
    · have e : y - (θ + δ) = (y - θ) - δ := by abel
      rw [e, Matrix.mulVec_sub, hy1, h1, sub_self]
    · rw [dotProduct_sub, dotProduct_add, hy2, h2]
      ring

/-- If a nonzero conservation law `w` of `J` has no weight on species `k`, then replacing
row `k` leaves a singular matrix. -/
theorem not_isUnit_of_law_avoiding {J : Matrix n n ℝ} {w : n → ℝ} {k : n}
    (hw : w ᵥ* J = 0) (hwk : w k = 0) (hw0 : w ≠ 0) (l : n → ℝ) :
    ¬ IsUnit (closedJacobian J k l) := by
  rw [Matrix.isUnit_iff_isUnit_det, isUnit_iff_ne_zero, not_not]
  refine Matrix.exists_vecMul_eq_zero_iff.mp ⟨w, hw0, ?_⟩
  ext j
  have h : ∑ i, w i * J i j = 0 := congrFun hw j
  show ∑ i, w i * closedJacobian J k l i j = 0
  rw [← h]
  refine Finset.sum_congr rfl fun i _ => ?_
  rcases eq_or_ne i k with rfl | hi
  · rw [hwk, zero_mul, zero_mul]
  · simp [closedJacobian, Matrix.updateRow_apply, hi]

/-- If `J` has a second conservation law `m` that is not a multiple of `l`, then replacing
the single row `k`, with `l k` nonzero, leaves a singular matrix. -/
theorem not_isUnit_of_second_law {J : Matrix n n ℝ} {l m : n → ℝ} {k : n}
    (hJ : l ᵥ* J = 0) (hk : l k ≠ 0) (hm : m ᵥ* J = 0) (hind : ∀ a : ℝ, m ≠ a • l) :
    ¬ IsUnit (closedJacobian J k l) := by
  -- combine the two laws so that species k drops out
  refine not_isUnit_of_law_avoiding (w := m - (m k / l k) • l) ?_ ?_ ?_ l
  · rw [Matrix.sub_vecMul, Matrix.smul_vecMul, hm, hJ, smul_zero, sub_zero]
  · rw [Pi.sub_apply, Pi.smul_apply, smul_eq_mul, div_mul_cancel₀ _ hk, sub_self]
  · exact fun h => hind _ (sub_eq_zero.1 h)

/-- Adsorption with rate constant `a` and desorption with rate constant `b`, both positive,
on one type of site: the total coverage is conserved and the closed Jacobian is
invertible. -/
theorem adsorption_witness {a b : ℝ} (ha : 0 < a) (hb : 0 < b) :
    ![1, 1] ᵥ* !![-a, b; a, -b] = 0 ∧
      IsUnit (closedJacobian !![-a, b; a, -b] 0 ![1, 1]) := by
  constructor
  · ext j
    fin_cases j <;> simp [Matrix.vecMul, dotProduct, Fin.sum_univ_succ]
  · have hd : (closedJacobian !![-a, b; a, -b] 0 ![1, 1]).det = -(a + b) := by
      rw [Matrix.det_fin_two]
      simp [closedJacobian, Matrix.updateRow_apply]
      ring
    rw [Matrix.isUnit_iff_isUnit_det, hd, isUnit_iff_ne_zero]
    have hneg : -(a + b) < 0 := by linarith
    exact hneg.ne

end MicrokineticSiteBalance
```

```lean
#print axioms MicrokineticSiteBalance.jacobian_singular
#print axioms MicrokineticSiteBalance.closedJacobian_isUnit_iff
#print axioms MicrokineticSiteBalance.existsUnique_newton_update
#print axioms MicrokineticSiteBalance.not_isUnit_of_second_law
```

```
'MicrokineticSiteBalance.jacobian_singular' depends on axioms: [propext, Classical.choice, Quot.sound]
'MicrokineticSiteBalance.closedJacobian_isUnit_iff' depends on axioms: [propext, Classical.choice, Quot.sound]
'MicrokineticSiteBalance.existsUnique_newton_update' depends on axioms: [propext, Classical.choice, Quot.sound]
'MicrokineticSiteBalance.not_isUnit_of_second_law' depends on axioms: [propext, Classical.choice, Quot.sound]
```

In `closed_newton_iff`, `hoff` reads off $g_i=0$ away from $k$, `hsum` is $l\cdot g=0$, and `hone` collapses that sum to $l_kg_k$. `closedJacobian_isUnit_iff` sets $f=0$ and $r=0$ to obtain the kernel (`key`), then uses the determinant criterion. `existsUnique_newton_update` picks some $k$ with $l_k\neq0$ and solves with $r=c-l\cdot\theta$, where $c$ is the prescribed total. The difference of two solutions lies in the trivial kernel. Its statement mentions no $k$, so every admissible row gives the same update.

## One step for adsorption and desorption

Let species 0 be vacant sites and species 1 occupied ones, with rate constants $a>0$ for adsorption (the fixed gas pressure included) and $b>0$ for desorption. Starting from the empty surface $\theta=(1,0)$, the residual is $f=(-a,a)$. Replacing row 0 gives
$$\begin{pmatrix}1&1\\a&-b\end{pmatrix}\begin{pmatrix}\delta_0\\\delta_1\end{pmatrix}=\begin{pmatrix}0\\-a\end{pmatrix},\qquad \delta_1=\frac{a}{a+b}=-\delta_0 .$$
The determinant is $-(a+b)$, as in `adsorption_witness`. These rates are linear, so this single step reaches the steady state.

With only one species, $l_k\ne0$ forces $J=0$. The closed matrix is the number $l_k$, and the site balance alone fixes the coverage at $c/l_k$.

For steady-state microkinetic simulation with finitely many species and one replaced row, the criterion tells you when the Newton step is well defined.
